# Hit-or-miss sampling adds ∫₀¹ f(1 − f) dx to the single-sample variance for continuous f from [0,1] to [0,1]

Take f(x) = 1/2 on the whole unit interval. Drawing x uniformly and recording f(x) gives 1/2 every time, so the variance is 0. Hit-or-miss integration also draws a height y uniformly in [0,1] and records 1 if the point (x, y) lies on or below the graph, 0 otherwise. The record is now a fair coin, with the same mean 1/2 but variance 1/4. All of that variance comes from the random height.

For a general f with values in [0,1] the coin has bias f(x), which may change with x. At fixed x its variance is f(x)(1 − f(x)), and the average of this over x is the amount by which the variances of the two methods differ. For a continuous f the difference vanishes only if f is constantly 0 or constantly 1.

For simulation, this compares two estimators of a one-dimensional integral, sample for sample, when the integrand is continuous and both the interval and the range of values have been scaled to fit [0,1]. The cost of drawing a sample is not part of the model.

```lean
import Mathlib

open MeasureTheory Set

namespace HitOrMissIntegration

noncomputable section
```

## Two records with the same target

The quantity to be estimated is

m = ∫₀¹ f(x) dx.

The uniform density on [0,1] equals 1, so this integral is also the expectation of f(U) for U uniform. In Lean, `f` is a function on all of ℝ, but only its values on the unit interval matter.

```lean
/-- The mean of the integrand over the unit interval. -/
def mean (f : ℝ → ℝ) : ℝ := ∫ x in (0 : ℝ)..1, f x
```

The score of one hit-or-miss trial is

s(x, y) = 1 if y ≤ f(x), and s(x, y) = 0 otherwise.

```lean
/-- The score of one trial: 1 if the point `(x, y)` lies on or below the graph of `f`, else 0. -/
def hit (f : ℝ → ℝ) (x y : ℝ) : ℝ := if y ≤ f x then 1 else 0
```

Its variance is the mean squared deviation from m over the unit square:

V_hit = ∫₀¹ ∫₀¹ (s(x, y) − m)² dy dx.

The iterated integral expresses that x and y are independent and uniform. The formula m(1 − m) is not part of the definition and has to be derived.

```lean
/-- The mean squared deviation of the score from the mean of `f`, for a point drawn uniformly
in the unit square. -/
def hitOrMissVariance (f : ℝ → ℝ) : ℝ :=
  ∫ x in (0 : ℝ)..1, ∫ y in (0 : ℝ)..1, (hit f x y - mean f) ^ 2
```

The competing record is f(U), with variance

V_f = ∫₀¹ (f(x) − m)² dx.

Despite its name, `sampleMeanVariance` refers to a single draw and not to an average over N draws.

```lean
/-- The variance of `f(U)` for `U` uniform on the unit interval. -/
def sampleMeanVariance (f : ℝ → ℝ) : ℝ := ∫ x in (0 : ℝ)..1, (f x - mean f) ^ 2
```

A step function, equal to 1 up to x = 1/2 and 0 beyond, will serve later to test the role of continuity.

```lean
/-- A step integrand: 1 up to the midpoint of the unit interval and 0 beyond it. -/
def halfStep (x : ℝ) : ℝ := if x ≤ 1 / 2 then 1 else 0
```

## A coin whose bias is f(x)

The calculation repeatedly uses linearity on an interval of length 1. For integrable g and constants a and b,

∫₀¹ (a g(x) + b) dx = a ∫₀¹ g(x) dx + b.

```lean
/-- Averaging over the unit interval commutes with a change of scale and offset. -/
theorem integral_affine {g : ℝ → ℝ} (hg : IntervalIntegrable g volume 0 1) (a b : ℝ) :
    ∫ x in (0 : ℝ)..1, (a * g x + b) = a * (∫ x in (0 : ℝ)..1, g x) + b := by
  have h1 : IntervalIntegrable (fun x => a * g x) volume 0 1 := hg.const_mul a
  have h2 : IntervalIntegrable (fun _ : ℝ => b) volume 0 1 := intervalIntegrable_const
  rw [intervalIntegral.integral_add h1 h2, intervalIntegral.integral_const_mul]
  simp
```

At fixed x, raising y can only turn a hit into a miss. The score is therefore a decreasing step in y, and a monotone function is integrable on a bounded interval. This holds for any f.

```lean
/-- At fixed `x` the score is an integrable function of the height `y`. -/
theorem hit_integrable (f : ℝ → ℝ) (x a b : ℝ) :
    IntervalIntegrable (hit f x) volume a b := by
  -- raising the point can only turn a hit into a miss
  have h : Antitone (hit f x) := by
    intro y z hyz
    unfold hit
    split_ifs <;> linarith
  exact h.intervalIntegrable
```

Now let 0 ≤ f(x) ≤ 1 and split the vertical line at the graph. The score is 1 below the graph and 0 above it, so

∫₀¹ s(x, y) dy = ∫₀^f(x) 1 dy + ∫_f(x)^1 0 dy = f(x).

The Lean proof makes the same split: `h1` and `h2` evaluate the two parts, and the integrals over adjacent intervals are then added.

```lean
/-- At fixed `x` the probability of a hit is `f x`. -/
theorem hit_probability {f : ℝ → ℝ} {x : ℝ} (h : f x ∈ Icc (0 : ℝ) 1) :
    ∫ y in (0 : ℝ)..1, hit f x y = f x := by
  have h1 : ∫ y in (0 : ℝ)..(f x), hit f x y = ∫ _y in (0 : ℝ)..(f x), (1 : ℝ) := by
    refine intervalIntegral.integral_congr_ae (Filter.Eventually.of_forall fun y hy => ?_)
    rw [uIoc_of_le h.1] at hy
    exact if_pos hy.2
  have h2 : ∫ y in (f x)..1, hit f x y = ∫ _y in (f x)..1, (0 : ℝ) := by
    refine intervalIntegral.integral_congr_ae (Filter.Eventually.of_forall fun y hy => ?_)
    rw [uIoc_of_le h.2] at hy
    exact if_neg (not_le.mpr hy.1)
  -- split the vertical line at the graph
  rw [← intervalIntegral.integral_add_adjacent_intervals
    (hit_integrable f x 0 (f x)) (hit_integrable f x (f x) 1), h1, h2]
  simp
```

Integrating over x gives

∫₀¹ ∫₀¹ s(x, y) dy dx = ∫₀¹ f(x) dx = m.

The score is thus unbiased, and the deviation from m in the definition of V_hit is a deviation from the score's own mean. The hypothesis `h01` says that f maps the unit interval into itself. The reading as an expectation also needs f to be integrable, which the theorem does not assume: for a non-integrable f, Lean gives both sides the value 0, and the equation says nothing about sampling.

```lean
/-- The hit-or-miss score is an unbiased estimator of the integral of `f`. -/
theorem hit_unbiased {f : ℝ → ℝ} (h01 : ∀ x ∈ Icc (0 : ℝ) 1, f x ∈ Icc (0 : ℝ) 1) :
    ∫ x in (0 : ℝ)..1, ∫ y in (0 : ℝ)..1, hit f x y = mean f := by
  refine intervalIntegral.integral_congr fun x hx => ?_
  rw [uIcc_of_le zero_le_one] at hx
  exact hit_probability (h01 x hx)
```

## The variance m(1 − m)

Since s takes only the values 0 and 1, s² = s. Hence

(s − m)² = s² − 2ms + m² = (1 − 2m)s + m².

Integrating over y replaces s by f(x), and integrating over x replaces f(x) by m:

V_hit = (1 − 2m)m + m² = m − m² = m(1 − m).

In the proof, `e` is the pointwise identity, checked separately for a hit and a miss. The statement `inner` is the integral over y, and the `calc` block carries out the integral over x. Besides the condition that f stays between 0 and 1, only integrability of f is needed here, not continuity.

```lean
/-- The single-sample hit-or-miss variance is `m (1 - m)`, with `m` the integral of `f`. -/
theorem hitOrMissVariance_eq {f : ℝ → ℝ} (hf : IntervalIntegrable f volume 0 1)
    (h01 : ∀ x ∈ Icc (0 : ℝ) 1, f x ∈ Icc (0 : ℝ) 1) :
    hitOrMissVariance f = mean f * (1 - mean f) := by
  have inner : ∀ x ∈ Icc (0 : ℝ) 1, ∫ y in (0 : ℝ)..1, (hit f x y - mean f) ^ 2
      = (1 - 2 * mean f) * f x + mean f ^ 2 := by
    intro x hx
    -- the score equals its own square
    have e : ∀ y, (hit f x y - mean f) ^ 2
        = (1 - 2 * mean f) * hit f x y + mean f ^ 2 := by
      intro y
      unfold hit
      split_ifs <;> ring
    simp only [e]
    rw [integral_affine (hit_integrable f x 0 1), hit_probability (h01 x hx)]
  calc hitOrMissVariance f
      = ∫ x in (0 : ℝ)..1, ((1 - 2 * mean f) * f x + mean f ^ 2) :=
        intervalIntegral.integral_congr fun x hx =>
          inner x (by rwa [uIcc_of_le zero_le_one] at hx)
    _ = (1 - 2 * mean f) * mean f + mean f ^ 2 := integral_affine hf _ _
    _ = mean f * (1 - mean f) := by ring
```

## The excess over f(U)

Expand the other variance so that the same expression appears:

(f − m)² = f² − 2mf + m² = −f(1 − f) + (1 − 2m)f + m².

The last two terms integrate to m(1 − m), as before. Therefore

V_f = m(1 − m) − ∫₀¹ f(x)(1 − f(x)) dx,

V_hit − V_f = ∫₀¹ f(x)(1 − f(x)) dx.

The theorem assumes that f and f² are integrable and that f stays between 0 and 1. In its proof, `e` records the expanded integral, and the formula for V_hit finishes the subtraction.

```lean
/-- The hit-or-miss variance minus the variance of `f(U)` is the integral of `f (1 - f)`. -/
theorem variance_excess {f : ℝ → ℝ} (hf : IntervalIntegrable f volume 0 1)
    (hf2 : IntervalIntegrable (fun x => f x ^ 2) volume 0 1)
    (h01 : ∀ x ∈ Icc (0 : ℝ) 1, f x ∈ Icc (0 : ℝ) 1) :
    hitOrMissVariance f - sampleMeanVariance f = ∫ x in (0 : ℝ)..1, f x * (1 - f x) := by
  have hg : IntervalIntegrable (fun x => f x * (1 - f x)) volume 0 1 := by
    have h : IntervalIntegrable (fun x => f x - f x ^ 2) volume 0 1 := hf.sub hf2
    have e : (fun x => f x * (1 - f x)) = fun x => f x - f x ^ 2 := by
      funext x
      ring
    rw [e]
    exact h
  have h1 : IntervalIntegrable (fun x => (-1) * (f x * (1 - f x)) + 0) volume 0 1 :=
    (hg.const_mul (-1)).add intervalIntegrable_const
  have h2 : IntervalIntegrable (fun x => (1 - 2 * mean f) * f x + mean f ^ 2) volume 0 1 :=
    (hf.const_mul _).add intervalIntegrable_const
  -- expand the squared deviation around the mean
  have e : sampleMeanVariance f = ∫ x in (0 : ℝ)..1,
      (((-1) * (f x * (1 - f x)) + 0) + ((1 - 2 * mean f) * f x + mean f ^ 2)) := by
    refine intervalIntegral.integral_congr fun x _ => ?_
    ring
  rw [intervalIntegral.integral_add h1 h2, integral_affine hg, integral_affine hf] at e
  change _ = _ + ((1 - 2 * mean f) * mean f + mean f ^ 2) at e
  rw [hitOrMissVariance_eq hf h01, e]
  ring
```

## When the two variances agree

Equality of the variances means that the integral of f(1 − f) is zero. To draw a conclusion at each point, let g be continuous and nonnegative on [0,1], and suppose g(x₀) > 0 at some x₀. By continuity g stays above g(x₀)/2 on a subinterval of positive length, so its integral is positive. A zero integral therefore forces g to vanish everywhere on [0,1]. The Lean proof runs the same contradiction, with Mathlib's `intervalIntegral.integral_pos` supplying the positive integral.

```lean
/-- A continuous nonnegative function on the unit interval with zero integral vanishes there. -/
theorem eq_zero_of_integral_eq_zero {g : ℝ → ℝ} (hg : ContinuousOn g (Icc 0 1))
    (h0 : ∀ x ∈ Icc (0 : ℝ) 1, 0 ≤ g x) (hi : ∫ x in (0 : ℝ)..1, g x = 0) :
    ∀ x ∈ Icc (0 : ℝ) 1, g x = 0 := by
  intro x hx
  by_contra hne
  have hpos := intervalIntegral.integral_pos zero_lt_one hg
    (fun y hy => h0 y (Ioc_subset_Icc_self hy)) ⟨x, hx, lt_of_le_of_ne (h0 x hx) (Ne.symm hne)⟩
  exact hpos.ne' hi
```

Apply this to g = f(1 − f), which is nonnegative because both factors are. If the variances agree, then at every x

f(x)(1 − f(x)) = 0, so f(x) = 0 or f(x) = 1.

Suppose f is not constantly 0. Then f(a) = 1 for some a. If there were also a point b with f(b) = 0, the intermediate value theorem would give a point c in [0,1] with f(c) = 1/2, which is neither 0 nor 1. So f is constantly 1. Conversely, if f is constantly 0 or constantly 1, the integrand f(1 − f) vanishes and the variances agree.

The main theorem takes `f` continuous on the closed interval, with values in [0,1] there, and states four things:

- V_hit equals m(1 − m).
- V_hit equals V_f plus the integral of f(1 − f).
- That integral is nonnegative.
- The variances are equal if and only if f is 0 throughout [0,1] or 1 throughout [0,1].

Continuity supplies the integrability of f and f². In the equality case, `hz` is the vanishing product, `key` is the choice between 0 and 1 at each point, and `hfc` is the forbidden value 1/2.

```lean
/-- For continuous `f` from the unit interval to itself, the hit-or-miss variance `m (1 - m)`
exceeds the variance of `f(U)` by the nonnegative integral of `f (1 - f)`, and the two variances
agree exactly when `f` is constantly 0 or constantly 1. -/
theorem hitOrMiss_vs_sampleMean {f : ℝ → ℝ} (hf : ContinuousOn f (Icc 0 1))
    (h01 : ∀ x ∈ Icc (0 : ℝ) 1, f x ∈ Icc (0 : ℝ) 1) :
    hitOrMissVariance f = mean f * (1 - mean f) ∧
    hitOrMissVariance f = sampleMeanVariance f + ∫ x in (0 : ℝ)..1, f x * (1 - f x) ∧
    0 ≤ ∫ x in (0 : ℝ)..1, f x * (1 - f x) ∧
    (hitOrMissVariance f = sampleMeanVariance f ↔
      (∀ x ∈ Icc (0 : ℝ) 1, f x = 0) ∨ (∀ x ∈ Icc (0 : ℝ) 1, f x = 1)) := by
  have hi := hf.intervalIntegrable_of_Icc (μ := volume) zero_le_one
  have hi2 := (hf.pow 2).intervalIntegrable_of_Icc (μ := volume) zero_le_one
  have hex := variance_excess hi hi2 h01
  have hnn : ∀ x ∈ Icc (0 : ℝ) 1, 0 ≤ f x * (1 - f x) := fun x hx =>
    mul_nonneg (h01 x hx).1 (sub_nonneg.mpr (h01 x hx).2)
  refine ⟨hitOrMissVariance_eq hi h01, by linarith,
    intervalIntegral.integral_nonneg zero_le_one hnn, ?_, ?_⟩
  · intro heq
    have hc : ContinuousOn (fun x => f x * (1 - f x)) (Icc 0 1) :=
      hf.mul (continuousOn_const.sub hf)
    have hint : ∫ x in (0 : ℝ)..1, f x * (1 - f x) = 0 := by linarith
    have hz : ∀ x ∈ Icc (0 : ℝ) 1, f x * (1 - f x) = 0 :=
      eq_zero_of_integral_eq_zero hc hnn hint
    have key : ∀ x ∈ Icc (0 : ℝ) 1, f x = 0 ∨ f x = 1 := by
      intro x hx
      rcases mul_eq_zero.mp (hz x hx) with h | h
      · exact Or.inl h
      · exact Or.inr (by linarith)
    by_cases hall : ∀ x ∈ Icc (0 : ℝ) 1, f x = 0
    · exact Or.inl hall
    · right
      push Not at hall
      obtain ⟨a, ha, hane⟩ := hall
      have ha1 : f a = 1 := (key a ha).resolve_left hane
      intro b hb
      rcases key b hb with h | h
      · -- by continuity, taking both values 0 and 1 would force the value 1/2 somewhere
        have hmem : (1 / 2 : ℝ) ∈ Icc (f b) (f a) := by
          rw [h, ha1]
          constructor <;> norm_num
        obtain ⟨c, hc, hfc⟩ := isPreconnected_Icc.intermediate_value hb ha hf hmem
        rcases key c hc with h' | h' <;> rw [hfc] at h' <;> norm_num at h'
      · exact h
  · intro h
    have hz : ∫ x in (0 : ℝ)..1, f x * (1 - f x) = ∫ _x in (0 : ℝ)..1, (0 : ℝ) := by
      refine intervalIntegral.integral_congr fun x hx => ?_
      rw [uIcc_of_le zero_le_one] at hx
      rcases h with h | h <;> simp [h x hx]
    rw [intervalIntegral.integral_zero] at hz
    linarith
```

## The largest excess is 1/4

The same argument also answers the opposite question, which continuous f with values in [0,1] gives the largest difference V_hit − V_f. Completing the square gives

f(1 − f) = 1/4 − (f − 1/2)²,

V_hit − V_f = 1/4 − ∫₀¹ (f(x) − 1/2)² dx ≤ 1/4.

Equality requires the continuous, nonnegative function (f − 1/2)² to have zero integral. It then vanishes everywhere, so f is constantly 1/2, and the opening example is the extreme case. In the proof, `hsq` is the integrated square, and the lemma on vanishing integrals is used a second time.

```lean
/-- The excess variance of hit-or-miss sampling is at most 1/4, and it equals 1/4 exactly when
`f` is constantly 1/2. -/
theorem excess_le_quarter {f : ℝ → ℝ} (hf : ContinuousOn f (Icc 0 1))
    (h01 : ∀ x ∈ Icc (0 : ℝ) 1, f x ∈ Icc (0 : ℝ) 1) :
    hitOrMissVariance f - sampleMeanVariance f ≤ 1 / 4 ∧
    (hitOrMissVariance f - sampleMeanVariance f = 1 / 4 ↔
      ∀ x ∈ Icc (0 : ℝ) 1, f x = 1 / 2) := by
  have hex := (hitOrMiss_vs_sampleMean hf h01).2.1
  have hg : ContinuousOn (fun x => f x * (1 - f x)) (Icc 0 1) :=
    hf.mul (continuousOn_const.sub hf)
  -- complete the square: f (1 - f) = 1/4 - (f - 1/2)^2
  have hsq : ∫ x in (0 : ℝ)..1, (f x - 1 / 2) ^ 2
      = (-1) * (∫ x in (0 : ℝ)..1, f x * (1 - f x)) + 1 / 4 := by
    rw [← integral_affine (hg.intervalIntegrable_of_Icc zero_le_one)]
    refine intervalIntegral.integral_congr fun x _ => ?_
    ring
  have hnn : 0 ≤ ∫ x in (0 : ℝ)..1, (f x - 1 / 2) ^ 2 :=
    intervalIntegral.integral_nonneg zero_le_one fun x _ => sq_nonneg _
  refine ⟨by linarith, ?_, ?_⟩
  · intro h x hx
    have hc : ContinuousOn (fun x => (f x - 1 / 2) ^ 2) (Icc 0 1) :=
      (hf.sub continuousOn_const).pow 2
    have hint : ∫ x in (0 : ℝ)..1, (f x - 1 / 2) ^ 2 = 0 := by linarith
    have hz : (f x - 1 / 2) ^ 2 = 0 :=
      eq_zero_of_integral_eq_zero hc (fun y _ => sq_nonneg (f y - 1 / 2)) hint x hx
    have h0 : f x - 1 / 2 = 0 := pow_eq_zero_iff two_ne_zero |>.mp hz
    linarith
  · intro h
    have hz : ∫ x in (0 : ℝ)..1, (f x - 1 / 2) ^ 2 = ∫ _x in (0 : ℝ)..1, (0 : ℝ) := by
      refine intervalIntegral.integral_congr fun x hx => ?_
      rw [uIcc_of_le zero_le_one] at hx
      simp [h x hx]
    rw [intervalIntegral.integral_zero] at hz
    linarith
```

## A jump breaks the equality criterion

The step function h equals 1 for x ≤ 1/2 and 0 for x > 1/2. At every x,

h(x)(1 − h(x)) = 0,

so the excess is zero and the two variances agree, although h is not constant. Without continuity the intermediate value 1/2 can be skipped. The variance formulas themselves still apply, because h and h² = h are integrable and h stays between 0 and 1. The theorem records the equal variances together with h(0) = 1 and h(1) = 0. Integrability comes from the earlier monotonicity lemma, since h has the form of a hit-or-miss score with threshold 1/2.

The range condition matters too, as an example without a theorem in the file shows: for f constantly 2 every trial is a hit and m = 2, so the mean squared deviation is (1 − 2)² = 1, whereas m(1 − m) = −2.

```lean
/-- For the step integrand, which takes both values 1 and 0, the two variances agree. -/
theorem halfStep_equal_variances :
    hitOrMissVariance halfStep = sampleMeanVariance halfStep ∧
    halfStep 0 = 1 ∧ halfStep 1 = 0 := by
  have hi : IntervalIntegrable halfStep volume 0 1 := hit_integrable (fun _ => 1 / 2) 0 0 1
  have hsq : (fun x => halfStep x ^ 2) = halfStep := by
    funext x
    unfold halfStep
    split_ifs <;> norm_num
  have hz : ∀ x, halfStep x * (1 - halfStep x) = 0 := by
    intro x
    unfold halfStep
    split_ifs <;> norm_num
  have h01 : ∀ x ∈ Icc (0 : ℝ) 1, halfStep x ∈ Icc (0 : ℝ) 1 := by
    intro x _
    unfold halfStep
    split_ifs <;> constructor <;> norm_num
  have hex := variance_excess hi (by rw [hsq]; exact hi) h01
  simp only [hz, intervalIntegral.integral_zero] at hex
  refine ⟨by linarith, ?_, ?_⟩ <;> norm_num [halfStep]

end

end HitOrMissIntegration
```

```lean
#print axioms HitOrMissIntegration.hit_unbiased
-- 'HitOrMissIntegration.hit_unbiased' depends on axioms: [propext, Classical.choice, Quot.sound]
#print axioms HitOrMissIntegration.hitOrMissVariance_eq
-- 'HitOrMissIntegration.hitOrMissVariance_eq' depends on axioms: [propext, Classical.choice, Quot.sound]
#print axioms HitOrMissIntegration.excess_le_quarter
-- 'HitOrMissIntegration.excess_le_quarter' depends on axioms: [propext, Classical.choice, Quot.sound]
#print axioms HitOrMissIntegration.halfStep_equal_variances
-- 'HitOrMissIntegration.halfStep_equal_variances' depends on axioms: [propext, Classical.choice, Quot.sound]
```
